# On a finite cluster with connected, nonpositive hopping matrix elements, one electron coupled antiferromagnetically to a spin 1/2 has its lowest singlet below its lowest triplet

## Where to look for the ground state

In an exact diagonalisation of a Kondo cluster with one conduction electron, a single spin-1/2 impurity and antiferromagnetic exchange at one site, a search among the singlets alone misses no ground state if the hopping matrix elements ($-t$ in the usual notation) are real, nonpositive between different sites and connect the whole cluster. One real matrix with as many rows as the cluster has sites is then enough.

The electron moves with real symmetric hopping $h$. At site $o$ it meets an impurity spin $\mathbf S$ through the exchange $J\,\mathbf S\cdot\mathbf s$, where $\mathbf s$ is the electron spin. The constant $J>0$ stands for antiferromagnetic coupling, such as virtual hopping onto the impurity orbital produces.

## The statement in words

`singlet_below_triplet` says that the lowest levels $E_S$ (singlet) and $E_T$ (triplet) exist and satisfy
$$E_S<E_T\le E_S+J .$$

- `V` is the finite set of sites, and `ψ i a b` is the amplitude for site, electron spin and impurity spin. Spins are in units of $\hbar$.
- `levels h o J S` contains the eigenvalues of the full Hamiltonian `kondo` with total spin `S`; this letter is not the impurity spin. `IsLeast` means an attained minimum.
- `hoff` requires $h_{ij}\le 0$ for $i\ne j$, so the textbook $-t$ with $t\ge0$ is an entry of $h$. Site energies $h_{ii}$ are free.
- `hconn` joins any two sites by a path of nonzero entries.

The step from one electron to a partly filled conduction band, where Kondo screening is a many-body effect, is not covered.

## Derivation

Let $P$ swap the two spins. Then $\mathbf S\cdot\mathbf s=P/2-1/4$, and the squared total spin is $1+P$. Singlets have $P=-1$ and exchange $-3/4$; triplets have $P=1$ and exchange $1/4$. Each sector therefore reduces to the matrix $A_g=h+g\,|o\rangle\langle o|$, with $g=-3J/4$ or $g=J/4$. It is real, so real orbitals suffice, and
$$x^TA_gx=x^Thx+g\,x_o^2 .$$

On the unit sphere this energy has a minimum $E$, attained at some $x$. With $z=A_gx-Ex$, varying $x$ to $x+tz$ gives
$$0\le 2t\,z^Tz+t^2\,z^T(A_g-E)z\quad\text{for all real }t,$$
so $z=0$. Thus $E$ is an eigenvalue, and no eigenvalue lies below it.

Let $x$ and $y$ be normalised lowest singlet and triplet orbitals. Suppose $y_o=0$. Since $h_{ij}\le0$ off the diagonal, $|y|$ has no higher energy than $y$, so it is also a minimiser and an eigenvector. At any site $i$ with $y_i=0$ its eigenvalue equation reads $\sum_j h_{ij}|y_j|=0$. No term is positive, so each vanishes, and $y_j=0$ wherever $h_{ij}\ne0$. Connectedness gives $y=0$, a contradiction. Hence $y_o\neq0$, and the two trial states give
$$E_S\le E_T-Jy_o^2<E_T,\qquad E_T\le E_S+Jx_o^2\le E_S+J .$$

## A triangle with equal levels

Symmetry, connectedness and $J>0$ alone do not give the strict inequality. Take $h_{01}=h_{02}=-1$, $h_{12}=3$, zero site energies, $J=1$ and the impurity at site 0. The orbital $(0,1,-1)/\sqrt2$ has energy $-3$ in both sectors. It is lowest, because with $s=y_1+y_2$ and $g\ge-3/4$
$$y^TA_gy+3y^Ty=(3+g)y_0^2-2y_0s+3s^2\ge(y_0-s)^2+\tfrac54y_0^2+2s^2\ge0 .$$

## The Lean file

```lean
import Mathlib

open Matrix

namespace KondoSinglet

noncomputable section

variable {V : Type*} [Fintype V] [DecidableEq V]

/-- The three spin-1/2 matrices, in units of ħ. -/
def spin : Fin 3 → Matrix (Fin 2) (Fin 2) ℂ :=
  ![!![0, 1 / 2; 1 / 2, 0], !![0, -Complex.I / 2; Complex.I / 2, 0], !![1 / 2, 0; 0, -1 / 2]]

/-- The exchange operator S·s acting on a state of electron spin and impurity spin. -/
def exchange (χ : Fin 2 → Fin 2 → ℂ) (a b : Fin 2) : ℂ :=
  ∑ k, ∑ c, ∑ d, spin k a c * spin k b d * χ c d

/-- A component of the total spin of electron and impurity. -/
def totalSpin (k : Fin 3) (χ : Fin 2 → Fin 2 → ℂ) (a b : Fin 2) : ℂ :=
  (∑ c, spin k a c * χ c b) + ∑ d, spin k b d * χ a d

/-- The square of the total spin. -/
def totalSpinSq (χ : Fin 2 → Fin 2 → ℂ) (a b : Fin 2) : ℂ :=
  ∑ k, totalSpin k (totalSpin k χ) a b

/-- The Kondo Hamiltonian for one electron: hopping `h`, and exchange `J` S·s with the
impurity spin when the electron is at site `o`. -/
def kondo (h : Matrix V V ℝ) (o : V) (J : ℝ) (ψ : V → Fin 2 → Fin 2 → ℂ)
    (i : V) (a b : Fin 2) : ℂ :=
  (∑ j, (h i j : ℂ) * ψ j a b) + if i = o then (J : ℂ) * exchange (ψ o) a b else 0

/-- The energy levels of the Kondo Hamiltonian with total spin `S`. -/
def levels (h : Matrix V V ℝ) (o : V) (J : ℝ) (S : ℕ) : Set ℝ :=
  {E | ∃ ψ : V → Fin 2 → Fin 2 → ℂ, ψ ≠ 0 ∧
    (∀ i a b, totalSpinSq (ψ i) a b = (S : ℂ) * (S + 1) * ψ i a b) ∧
    ∀ i a b, kondo h o J ψ i a b = E * ψ i a b}

/-- The hopping matrix with an extra site energy `g` at site `o`. -/
def wellHam (h : Matrix V V ℝ) (o : V) (g : ℝ) : Matrix V V ℝ :=
  h + Matrix.diagonal (fun i => if i = o then g else 0)

/-- Exchange and squared total spin of two spins 1/2, written with the swap of the spins. -/
theorem spin_swap (χ : Fin 2 → Fin 2 → ℂ) (a b : Fin 2) :
    exchange χ a b = χ b a / 2 - χ a b / 4 ∧ totalSpinSq χ a b = χ a b + χ b a := by
  have hI : Complex.I ^ 2 = -1 := Complex.I_sq
  constructor
  · fin_cases a <;> fin_cases b <;>
      simp [exchange, spin, Fin.sum_univ_three, Fin.sum_univ_two] <;> grind
  · fin_cases a <;> fin_cases b <;>
      simp [totalSpinSq, totalSpin, spin, Fin.sum_univ_three, Fin.sum_univ_two] <;> grind

/-- Action of the hopping matrix with an extra site energy on an orbital. -/
theorem wellHam_mulVec (h : Matrix V V ℝ) (o : V) (g : ℝ) (x : V → ℝ) (i : V) :
    (wellHam h o g *ᵥ x) i = (∑ j, h i j * x j) + if i = o then g * x o else 0 := by
  rw [wellHam, Matrix.add_mulVec, Pi.add_apply, Matrix.mulVec_diagonal]
  by_cases hi : i = o <;> simp [hi, Matrix.mulVec, dotProduct]

/-- The extra site energy contributes `g` times the squared amplitude at site `o`. -/
theorem wellHam_energy (h : Matrix V V ℝ) (o : V) (g : ℝ) (x : V → ℝ) :
    x ⬝ᵥ wellHam h o g *ᵥ x = x ⬝ᵥ h *ᵥ x + g * x o ^ 2 := by
  rw [wellHam, Matrix.add_mulVec, dotProduct_add]
  congr 1
  simp [dotProduct, Matrix.mulVec_diagonal]
  ring

/-- The singlet (triplet) levels are the eigenvalues of the hopping matrix with the extra
site energy -3J/4 (J/4) at the impurity site. -/
theorem mem_levels_iff (h : Matrix V V ℝ) (o : V) (J : ℝ) {S : ℕ} {c : ℝ}
    (hS : S = 0 ∧ c = -3 / 4 ∨ S = 1 ∧ c = 1 / 4) (E : ℝ) :
    E ∈ levels h o J S ↔ ∃ x : V → ℝ, x ≠ 0 ∧ wellHam h o (J * c) *ᵥ x = E • x := by
  have hc : (S : ℂ) * (S + 1) = 2 * c + 3 / 2 := by
    rcases hS with ⟨rfl, rfl⟩ | ⟨rfl, rfl⟩ <;> push_cast <;> norm_num
  constructor
  · rintro ⟨ψ, hψ, hs, hH⟩
    obtain ⟨i, a, b, hne⟩ : ∃ i a b, ψ i a b ≠ 0 := by
      by_contra hn
      exact hψ (by funext i a b; by_contra h0; exact hn ⟨i, a, b, h0⟩)
    have hsw : ∀ j, ψ j b a = (2 * c + 1 / 2) * ψ j a b := fun j => by
      have := hs j a b
      rw [(spin_swap _ a b).2, hc] at this
      linear_combination this
    have key : ∀ j, (∑ k, (h j k : ℂ) * ψ k a b) +
        (if j = o then ((J * c : ℝ) : ℂ) * ψ o a b else 0) = E * ψ j a b := fun j => by
      rw [← hH j a b, kondo, (spin_swap _ a b).1, hsw o]
      congr 2
      push_cast
      ring
    -- the real or the imaginary part of the orbital is a real eigenvector
    by_cases hr : (ψ i a b).re = 0
    · refine ⟨fun j => (ψ j a b).im, fun h0 => hne (Complex.ext hr (congrFun h0 i)), ?_⟩
      funext j
      have := congrArg Complex.im (key j)
      simp only [Complex.add_im, Complex.im_sum, apply_ite Complex.im,
        Complex.im_ofReal_mul, Complex.zero_im] at this
      rw [wellHam_mulVec]
      exact this
    · refine ⟨fun j => (ψ j a b).re, fun h0 => hr (congrFun h0 i), ?_⟩
      funext j
      have := congrArg Complex.re (key j)
      simp only [Complex.add_re, Complex.re_sum, apply_ite Complex.re,
        Complex.re_ofReal_mul, Complex.zero_re] at this
      rw [wellHam_mulVec]
      exact this
  · rintro ⟨x, hx, he⟩
    obtain ⟨i₀, hi₀⟩ := Function.ne_iff.mp hx
    -- a spin state of the sector
    obtain ⟨χ, h1, hχ⟩ : ∃ χ : Fin 2 → Fin 2 → ℂ, χ 0 1 ≠ 0 ∧
        ∀ a b, χ b a = (2 * c + 1 / 2) * χ a b := by
      rcases hS with ⟨-, rfl⟩ | ⟨-, rfl⟩
      · refine ⟨![![0, 1], ![-1, 0]], by simp, fun a b => ?_⟩
        fin_cases a <;> fin_cases b <;> norm_num
      · refine ⟨fun _ _ => 1, by simp, fun a b => ?_⟩
        norm_num
    refine ⟨fun i a b => x i * χ a b, fun h0 => ?_, fun i a b => ?_, fun i a b => ?_⟩
    · exact mul_ne_zero (Complex.ofReal_ne_zero.mpr hi₀) h1
        (congrFun (congrFun (congrFun h0 i₀) 0) 1)
    · rw [(spin_swap _ a b).2, hc]
      linear_combination (x i : ℂ) * hχ a b
    · have e := congrFun he i
      rw [wellHam_mulVec, Pi.smul_apply, smul_eq_mul] at e
      have hsum : ∑ j, (h i j : ℂ) * (x j * χ a b) = (∑ j, (h i j : ℂ) * x j) * χ a b := by
        rw [Finset.sum_mul]
        exact Finset.sum_congr rfl fun _ _ => by ring
      rw [kondo, (spin_swap _ a b).1, hsum]
      by_cases hi : i = o
      · rw [if_pos hi] at e ⊢
        have e' : (∑ j, (h i j : ℂ) * x j) + J * c * x o = E * x i := by exact_mod_cast e
        linear_combination χ a b * e' + (J : ℂ) * x o / 2 * hχ a b
      · rw [if_neg hi, add_zero] at e ⊢
        have e' : (∑ j, (h i j : ℂ) * x j) = E * x i := by exact_mod_cast e
        linear_combination χ a b * e'

/-- An eigenvalue of the singlet (triplet) orbital problem that bounds its energy form from
below is the lowest singlet (triplet) level. -/
theorem isLeast_levels {h : Matrix V V ℝ} {o : V} {J : ℝ} {S : ℕ} {c E : ℝ} {x : V → ℝ}
    (hS : S = 0 ∧ c = -3 / 4 ∨ S = 1 ∧ c = 1 / 4) (hx0 : x ≠ 0)
    (hx : wellHam h o (J * c) *ᵥ x = E • x)
    (hE : ∀ y, E * (y ⬝ᵥ y) ≤ y ⬝ᵥ wellHam h o (J * c) *ᵥ y) :
    IsLeast (levels h o J S) E := by
  refine ⟨(mem_levels_iff h o J hS E).2 ⟨x, hx0, hx⟩, fun F hF => ?_⟩
  obtain ⟨y, hy0, hy⟩ := (mem_levels_iff h o J hS F).1 hF
  have hb := hE y
  rw [hy, dotProduct_smul, smul_eq_mul] at hb
  have hnn : 0 ≤ y ⬝ᵥ y := Finset.sum_nonneg fun i _ => mul_self_nonneg (y i)
  exact le_of_mul_le_mul_right hb
    (lt_of_le_of_ne hnn (Ne.symm (mt dotProduct_self_eq_zero.mp hy0)))

omit [DecidableEq V] in
/-- For a real symmetric matrix, a vector that attains a lower bound `E` of the energy form
is an eigenvector with eigenvalue `E`. -/
theorem eigen_of_min {A : Matrix V V ℝ} (hA : A.IsSymm) {E : ℝ} {x : V → ℝ}
    (hE : ∀ y, E * (y ⬝ᵥ y) ≤ y ⬝ᵥ A *ᵥ y) (hx : x ⬝ᵥ A *ᵥ x = E * (x ⬝ᵥ x)) :
    A *ᵥ x = E • x := by
  obtain ⟨z, hz⟩ : ∃ z, z = A *ᵥ x - E • x := ⟨_, rfl⟩
  have hsym : x ⬝ᵥ A *ᵥ z = z ⬝ᵥ A *ᵥ x := by
    rw [Matrix.dotProduct_mulVec, ← Matrix.mulVec_transpose, hA.eq, dotProduct_comm]
  have hzz : z ⬝ᵥ z = z ⬝ᵥ A *ᵥ x - E * (z ⬝ᵥ x) := by
    nth_rewrite 2 [hz]
    rw [dotProduct_sub, dotProduct_smul, smul_eq_mul]
  -- vary the state along the residual z
  have hd := discrim_le_zero (a := z ⬝ᵥ A *ᵥ z - E * (z ⬝ᵥ z)) (b := 2 * (z ⬝ᵥ z)) (c := 0)
    (fun t => by
      have ht := hE (x + t • z)
      simp only [Matrix.mulVec_add, Matrix.mulVec_smul, dotProduct_add, add_dotProduct,
        smul_dotProduct, dotProduct_smul, smul_eq_mul] at ht
      rw [hsym, dotProduct_comm x z] at ht
      linear_combination ht + hx - 2 * t * hzz)
  rw [discrim] at hd
  have h0 : z ⬝ᵥ z = 0 := by nlinarith
  exact sub_eq_zero.mp (hz.symm.trans (dotProduct_self_eq_zero.mp h0))

/-- A real symmetric matrix on a nonempty finite cluster has a normalised eigenvector whose
eigenvalue bounds the energy form from below. -/
theorem exists_ground [Nonempty V] {A : Matrix V V ℝ} (hA : A.IsSymm) :
    ∃ (E : ℝ) (x : V → ℝ), x ⬝ᵥ x = 1 ∧ A *ᵥ x = E • x ∧
      ∀ y, E * (y ⬝ᵥ y) ≤ y ⬝ᵥ A *ᵥ y := by
  have hK : IsCompact {x : V → ℝ | x ⬝ᵥ x = 1} := by
    refine IsCompact.of_isClosed_subset
      (isCompact_univ_pi fun _ : V => isCompact_Icc (a := (-1 : ℝ)) (b := 1)) ?_ ?_
    · refine isClosed_eq ?_ continuous_const
      simp only [dotProduct]
      fun_prop
    · intro x hx i _
      have h1 : x i * x i ≤ x ⬝ᵥ x := Finset.single_le_sum (f := fun j => x j * x j)
        (fun j _ => mul_self_nonneg (x j)) (Finset.mem_univ i)
      rw [show x ⬝ᵥ x = 1 from hx] at h1
      exact ⟨by nlinarith, by nlinarith⟩
  have hf : Continuous fun x : V → ℝ => x ⬝ᵥ A *ᵥ x := by
    simp only [dotProduct, Matrix.mulVec]
    fun_prop
  obtain ⟨x, hx, hmin⟩ := hK.exists_isMinOn
    ⟨Pi.single (Classical.arbitrary V) 1, by simp⟩ hf.continuousOn
  have hx1 : x ⬝ᵥ x = 1 := hx
  have hE : ∀ y, (x ⬝ᵥ A *ᵥ x) * (y ⬝ᵥ y) ≤ y ⬝ᵥ A *ᵥ y := by
    intro y
    by_cases hy : y = 0
    · simp [hy]
    have hnn : 0 ≤ y ⬝ᵥ y := Finset.sum_nonneg fun i _ => mul_self_nonneg (y i)
    have hs : 0 < y ⬝ᵥ y := lt_of_le_of_ne hnn (Ne.symm (mt dotProduct_self_eq_zero.mp hy))
    -- normalise y and compare with the minimum
    obtain ⟨c, hc⟩ : ∃ c : ℝ, c * c * (y ⬝ᵥ y) = 1 :=
      ⟨(√(y ⬝ᵥ y))⁻¹, by rw [← mul_inv, Real.mul_self_sqrt hnn, inv_mul_cancel₀ hs.ne']⟩
    have hm : (c • y) ⬝ᵥ (c • y) = 1 := by
      rw [smul_dotProduct, dotProduct_smul, smul_eq_mul, smul_eq_mul, ← mul_assoc]
      exact hc
    have h1 : x ⬝ᵥ A *ᵥ x ≤ (c • y) ⬝ᵥ A *ᵥ (c • y) := isMinOn_iff.mp hmin (c • y) hm
    rw [Matrix.mulVec_smul, smul_dotProduct, dotProduct_smul, smul_eq_mul, smul_eq_mul] at h1
    have h2 := mul_le_mul_of_nonneg_right h1 hnn
    linear_combination h2 + (y ⬝ᵥ A *ᵥ y) * hc
  exact ⟨_, x, hx1, eigen_of_min hA hE (by rw [hx1, mul_one]), hE⟩

/-- For symmetric connected hopping that is nonpositive off the diagonal, a lowest orbital
in the presence of an extra energy at site `o` has nonzero amplitude at `o`. -/
theorem ground_ne_zero {h : Matrix V V ℝ} {o : V} {g E : ℝ} {x : V → ℝ} (hsym : h.IsSymm)
    (hoff : ∀ i j, i ≠ j → h i j ≤ 0)
    (hconn : ∀ i j, Relation.ReflTransGen (fun a b => h a b ≠ 0) i j)
    (hE : ∀ y, E * (y ⬝ᵥ y) ≤ y ⬝ᵥ wellHam h o g *ᵥ y)
    (hx : wellHam h o g *ᵥ x = E • x) (hx0 : x ≠ 0) : x o ≠ 0 := by
  intro ho
  obtain ⟨y, hy⟩ : ∃ y : V → ℝ, ∀ i, y i = |x i| := ⟨_, fun _ => rfl⟩
  have hyo : y o = 0 := by rw [hy, ho, abs_zero]
  -- taking the modulus does not raise the energy
  have hle : y ⬝ᵥ h *ᵥ y ≤ x ⬝ᵥ h *ᵥ x := by
    simp only [dotProduct, Matrix.mulVec, Finset.mul_sum, hy]
    refine Finset.sum_le_sum fun i _ => Finset.sum_le_sum fun j _ => ?_
    rcases eq_or_ne i j with rfl | hij
    · exact le_of_eq (by linear_combination h i i * abs_mul_abs_self (x i))
    · have h1 : x i * x j ≤ |x i| * |x j| := by
        rw [← abs_mul]
        exact le_abs_self _
      linear_combination mul_le_mul_of_nonpos_left h1 (hoff i j hij)
  have hyy : y ⬝ᵥ y = x ⬝ᵥ x :=
    Finset.sum_congr rfl fun i _ => by rw [hy, abs_mul_abs_self]
  have hxe : x ⬝ᵥ wellHam h o g *ᵥ x = E * (x ⬝ᵥ x) := by
    rw [hx, dotProduct_smul, smul_eq_mul]
  have hmin : y ⬝ᵥ wellHam h o g *ᵥ y = E * (y ⬝ᵥ y) := by
    refine le_antisymm ?_ (hE y)
    rw [wellHam_energy, ho] at hxe
    rw [wellHam_energy, hyy, hyo]
    linarith
  have hev := eigen_of_min (hsym.add (Matrix.isSymm_diagonal _)) hE hmin
  -- a zero of the modulus spreads along every nonzero hopping
  have step : ∀ i j, y i = 0 → h i j ≠ 0 → y j = 0 := by
    intro i j hi hij
    have e := congrFun hev i
    change (wellHam h o g *ᵥ y) i = E * y i at e
    rw [wellHam_mulVec, hi, mul_zero, hyo, mul_zero, ite_self, add_zero] at e
    have hn : ∀ k ∈ Finset.univ, h i k * y k ≤ 0 := by
      intro k _
      rcases eq_or_ne i k with rfl | hk
      · simp [hi]
      · exact mul_nonpos_of_nonpos_of_nonneg (hoff i k hk) (by rw [hy]; exact abs_nonneg _)
    exact (mul_eq_zero.mp ((Finset.sum_eq_zero_iff_of_nonpos hn).mp e j
      (Finset.mem_univ j))).resolve_left hij
  apply hx0
  funext i
  have hi : y i = 0 := by
    have hr := hconn o i
    induction hr with
    | refl => exact hyo
    | tail _ hbc ih => exact step _ _ ih hbc
  exact abs_eq_zero.mp ((hy i).symm.trans hi)

/-- For J > 0 and symmetric connected hopping that is nonpositive off the diagonal, the lowest
singlet level lies strictly below the lowest triplet level, by at most J. -/
theorem singlet_below_triplet {h : Matrix V V ℝ} (o : V) {J : ℝ} (hsym : h.IsSymm)
    (hoff : ∀ i j, i ≠ j → h i j ≤ 0)
    (hconn : ∀ i j, Relation.ReflTransGen (fun a b => h a b ≠ 0) i j) (hJ : 0 < J) :
    ∃ ES ET : ℝ, IsLeast (levels h o J 0) ES ∧ IsLeast (levels h o J 1) ET ∧
      ES < ET ∧ ET ≤ ES + J := by
  have : Nonempty V := ⟨o⟩
  obtain ⟨ES, x, hx1, hx, hS⟩ := exists_ground (A := wellHam h o (J * (-3 / 4)))
    (hsym.add (Matrix.isSymm_diagonal _))
  obtain ⟨ET, y, hy1, hy, hT⟩ := exists_ground (A := wellHam h o (J * (1 / 4)))
    (hsym.add (Matrix.isSymm_diagonal _))
  have hx0 : x ≠ 0 := by rintro rfl; simp at hx1
  have hy0 : y ≠ 0 := by rintro rfl; simp at hy1
  refine ⟨ES, ET, isLeast_levels (Or.inl ⟨rfl, rfl⟩) hx0 hx hS,
    isLeast_levels (Or.inr ⟨rfl, rfl⟩) hy0 hy hT, ?_, ?_⟩
  · -- the triplet orbital as a singlet trial state
    have hyo := ground_ne_zero hsym hoff hconn hT hy hy0
    have hp : 0 < J * y o ^ 2 := by positivity
    have h1 := hS y
    have h2 := congrArg (fun v => y ⬝ᵥ v) hy
    simp only [dotProduct_smul, smul_eq_mul] at h2
    rw [wellHam_energy, hy1] at h1 h2
    linarith
  · -- the singlet orbital as a triplet trial state
    have hq : x o * x o ≤ x ⬝ᵥ x := Finset.single_le_sum (f := fun j => x j * x j)
      (fun j _ => mul_self_nonneg (x j)) (Finset.mem_univ o)
    rw [hx1] at hq
    have hp := mul_le_mul_of_nonneg_left hq hJ.le
    have h1 := hT x
    have h2 := congrArg (fun v => x ⬝ᵥ v) hx
    simp only [dotProduct_smul, smul_eq_mul] at h2
    rw [wellHam_energy, hx1] at h1 h2
    linarith

/-- A triangle with hopping -1 from site 0 to both other sites and +3 between those two. -/
def frustratedTriangle : Matrix (Fin 3) (Fin 3) ℝ := !![0, -1, -1; -1, 0, 3; -1, 3, 0]

/-- On the frustrated triangle with J = 1 and the impurity at site 0, the lowest singlet and
the lowest triplet level are both -3. -/
theorem frustrated_degenerate :
    IsLeast (levels frustratedTriangle 0 1 0) (-3) ∧
      IsLeast (levels frustratedTriangle 0 1 1) (-3) := by
  have h0 : (![0, 1, -1] : Fin 3 → ℝ) ≠ 0 := fun h => by simpa using congrFun h 1
  -- the odd orbital has a node at the impurity
  have hev : ∀ g : ℝ, wellHam frustratedTriangle 0 g *ᵥ ![0, 1, -1] =
      (-3 : ℝ) • ![0, 1, -1] := by
    intro g
    funext i
    rw [wellHam_mulVec]
    fin_cases i <;> simp [frustratedTriangle, Fin.sum_univ_three]
  have hb : ∀ g : ℝ, -3 / 4 ≤ g → ∀ y : Fin 3 → ℝ,
      -3 * (y ⬝ᵥ y) ≤ y ⬝ᵥ wellHam frustratedTriangle 0 g *ᵥ y := by
    intro g hg y
    have e1 : y ⬝ᵥ y = y 0 * y 0 + y 1 * y 1 + y 2 * y 2 := by
      simp only [dotProduct, Fin.sum_univ_three]
    have e2 : y ⬝ᵥ frustratedTriangle *ᵥ y =
        -2 * y 0 * (y 1 + y 2) + 6 * y 1 * y 2 := by
      simp [frustratedTriangle, dotProduct, Matrix.mulVec, Fin.sum_univ_three]
      ring
    rw [wellHam_energy, e1, e2]
    nlinarith [sq_nonneg (y 0 - (y 1 + y 2)), sq_nonneg (y 0), sq_nonneg (y 1 + y 2),
      mul_nonneg (sub_nonneg.mpr hg) (sq_nonneg (y 0))]
  exact ⟨isLeast_levels (Or.inl ⟨rfl, rfl⟩) h0 (hev _) (hb _ (by norm_num)),
    isLeast_levels (Or.inr ⟨rfl, rfl⟩) h0 (hev _) (hb _ (by norm_num))⟩

end

end KondoSinglet
```

```lean
#print axioms KondoSinglet.singlet_below_triplet
#print axioms KondoSinglet.frustrated_degenerate
```

```
'KondoSinglet.singlet_below_triplet' depends on axioms: [propext, Classical.choice, Quot.sound]
'KondoSinglet.frustrated_degenerate' depends on axioms: [propext, Classical.choice, Quot.sound]
```

## From the lemmas to the theorem

`spin_swap` checks the swap formulas on all four spin components. `mem_levels_iff` reduces a sector to `wellHam`, the matrix $A_g$ (a barrier, despite its name, for the triplet). It takes the real or imaginary part of an eigenstate in one direction, and multiplies an orbital by a spin state in the other. `wellHam_mulVec` and `wellHam_energy` give the action and energy of $A_g$.

`exists_ground` finds the minimiser by compactness. `eigen_of_min` makes it an eigenvector: `discrim_le_zero`, applied to the quadratic in $t$, forces $z^Tz=0$. `isLeast_levels` turns the minimum into the lowest level.

In `ground_ne_zero`, `x` is the orbital and `y` its modulus; `step` passes a zero to a neighbour, and induction along the path from `o` carries it everywhere. The main theorem inserts the two trial states, and `linarith` combines the energies. For `frustrated_degenerate`, `nlinarith` receives the squares used in the triangle's bound.
